# Two perpendicular spinor boosts and a rotation, expanded in Pauli matrices

The theorem `boost_mul_rot` concerns the 2×2 complex matrices that act on a spinor: a boost of rapidity `a` along x, a boost of rapidity `b` along y, and the rotation cos s − i sin s σ₃ about z, multiplied in that order. It states that for all real `a`, `b` and `s` the product is p₀ + p₁σ₁ + p₂σ₂ + iqσ₃, and it gives the four real coefficients explicitly. The proof first replaces the hyperbolic and trigonometric functions by arbitrary real numbers, since only the algebra of the Pauli matrices is needed. It then compares the two sides entry by entry, real and imaginary parts separately, leaving each equation to `simp` and `ring`.

The failing Lean file:

```lean
import Mathlib

open Matrix

namespace WignerRotation

noncomputable section

/-- The Pauli matrix `σ₁`. -/
def σ₁ : Matrix (Fin 2) (Fin 2) ℂ := !![0, 1; 1, 0]

/-- The Pauli matrix `σ₂`. -/
def σ₂ : Matrix (Fin 2) (Fin 2) ℂ := !![0, -Complex.I; Complex.I, 0]

/-- The Pauli matrix `σ₃`. -/
def σ₃ : Matrix (Fin 2) (Fin 2) ℂ := !![1, 0; 0, -1]

/-- The spinor boost of rapidity `a` along the x axis. -/
def boostX (a : ℝ) : Matrix (Fin 2) (Fin 2) ℂ :=
  (Real.cosh (a / 2) : ℂ) • 1 + (Real.sinh (a / 2) : ℂ) • σ₁

/-- The spinor boost of rapidity `b` along the y axis. -/
def boostY (b : ℝ) : Matrix (Fin 2) (Fin 2) ℂ :=
  (Real.cosh (b / 2) : ℂ) • 1 + (Real.sinh (b / 2) : ℂ) • σ₂

/-- The spinor rotation `cos s - i sin s σ₃` about the z axis. -/
def rotZ (s : ℝ) : Matrix (Fin 2) (Fin 2) ℂ :=
  (Real.cos s : ℂ) • 1 - (Complex.I * (Real.sin s : ℂ)) • σ₃

/-- The combination `p₀ + p₁ σ₁ + p₂ σ₂ + i q σ₃` with real coefficients. -/
def pauliSum (p₀ p₁ p₂ q : ℝ) : Matrix (Fin 2) (Fin 2) ℂ :=
  (p₀ : ℂ) • 1 + (p₁ : ℂ) • σ₁ + (p₂ : ℂ) • σ₂ + (Complex.I * (q : ℂ)) • σ₃

/-- Pauli expansion of an x boost times a y boost times a rotation about z. -/
theorem boost_mul_rot (a b s : ℝ) :
    boostX a * boostY b * rotZ s = pauliSum
      (Real.cosh (a / 2) * Real.cosh (b / 2) * Real.cos s
        + Real.sinh (a / 2) * Real.sinh (b / 2) * Real.sin s)
      (Real.sinh (a / 2) * Real.cosh (b / 2) * Real.cos s
        + Real.cosh (a / 2) * Real.sinh (b / 2) * Real.sin s)
      (Real.cosh (a / 2) * Real.sinh (b / 2) * Real.cos s
        - Real.sinh (a / 2) * Real.cosh (b / 2) * Real.sin s)
      (Real.sinh (a / 2) * Real.sinh (b / 2) * Real.cos s
        - Real.cosh (a / 2) * Real.cosh (b / 2) * Real.sin s) := by
  unfold boostX boostY rotZ pauliSum
  -- only the algebra of the Pauli matrices matters here
  generalize Real.cosh (a / 2) = x
  generalize Real.sinh (a / 2) = y
  generalize Real.cosh (b / 2) = u
  generalize Real.sinh (b / 2) = v
  generalize Real.cos s = c
  generalize Real.sin s = d
  ext i j
  fin_cases i <;> fin_cases j <;> apply Complex.ext <;>
    simp [σ₁, σ₂, σ₃, Matrix.mul_apply, Fin.sum_univ_succ] <;> ring

end

end WignerRotation
```

The compiler's answer:

```
Try this:
  [apply] ring_nf
  
  The `ring` tactic failed to close the goal. Use `ring_nf` to obtain a normal form.
    
  Note that `ring` works primarily in *commutative* rings. If you have a noncommutative ring, abelian group or module, consider using `noncomm_ring`, `abel` or `module` instead.
Try this:
  [apply] ring_nf
  
  The `ring` tactic failed to close the goal. Use `ring_nf` to obtain a normal form.
    
  Note that `ring` works primarily in *commutative* rings. If you have a noncommutative ring, abelian group or module, consider using `noncomm_ring`, `abel` or `module` instead.
Try this:
  [apply] ring_nf
  
  The `ring` tactic failed to close the goal. Use `ring_nf` to obtain a normal form.
    
  Note that `ring` works primarily in *commutative* rings. If you have a noncommutative ring, abelian group or module, consider using `noncomm_ring`, `abel` or `module` instead.
Try this:
  [apply] ring_nf
  
  The `ring` tactic failed to close the goal. Use `ring_nf` to obtain a normal form.
    
  Note that `ring` works primarily in *commutative* rings. If you have a noncommutative ring, abelian group or module, consider using `noncomm_ring`, `abel` or `module` instead.
Try this:
  [apply] ring_nf
  
  The `ring` tactic failed to close the goal. Use `ring_nf` to obtain a normal form.
    
  Note that `ring` works primarily in *commutative* rings. If you have a noncommutative ring, abelian group or module, consider using `noncomm_ring`, `abel` or `module` instead.
Try this:
  [apply] ring_nf
  
  The `ring` tactic failed to close the goal. Use `ring_nf` to obtain a normal form.
    
  Note that `ring` works primarily in *commutative* rings. If you have a noncommutative ring, abelian group or module, consider using `noncomm_ring`, `abel` or `module` instead.
Main.lean:44:65: error: unsolved goals
case «0».«1».a
a b s x y u v c d : ℝ
⊢ y * u * c * (1 (Fin.succ 0) 1).re + c * x * v * (1 (Fin.succ 0) 1).im + x * v * d = y * u * c + x * v * d

case «0».«1».a
a b s x y u v c d : ℝ
⊢ y * u * c * (1 (Fin.succ 0) 1).im + y * u * d - c * x * v * (1 (Fin.succ 0) 1).re = y * u * d - c * x * v

case «1».«0».a
a b s x y u v c d : ℝ
⊢ y * u * c - x * (1 1 (Fin.succ 0)).im * v * c + x * v * (1 1 (Fin.succ 0)).re * d = y * u * c + x * v * d

case «1».«0».a
a b s x y u v c d : ℝ
⊢ -(y * u * d) + x * (1 1 (Fin.succ 0)).im * v * d + x * v * (1 1 (Fin.succ 0)).re * c = -(y * u * d) + x * v * c

case «1».«1».a
a b s x y u v c d : ℝ
⊢ x * (1 1 (Fin.succ 0)).re * u * c * (1 (Fin.succ 0) 1).re -
            x * u * c * (1 1 (Fin.succ 0)).im * (1 (Fin.succ 0) 1).im -
          x * u * (1 1 (Fin.succ 0)).im * d +
        c * y * v * (1 (Fin.succ 0) 1).im +
      y * v * d =
    x * u * c + y * v * d

case «1».«1».a
a b s x y u v c d : ℝ
⊢ x * (1 1 (Fin.succ 0)).re * u * c * (1 (Fin.succ 0) 1).im + x * (1 1 (Fin.succ 0)).re * u * d +
        x * u * c * (1 1 (Fin.succ 0)).im * (1 (Fin.succ 0) 1).re -
      c * y * v * (1 (Fin.succ 0) 1).re =
    x * u * d - c * y * v
```

The error lists six goals left open, the real and imaginary parts of every entry except the upper left one. The six "Try this" messages say that `ring` failed to close a goal. Their hint about noncommutative rings does not apply, because these are equations between real numbers.

What stands in the way is terms such as `(1 (Fin.succ 0) 1).re`. Here the first `1` is the identity matrix, and the term is the real part of its lower right entry. That entry is 1, since `Fin.succ 0` is the index 1, but `simp` has not worked it out, and `ring` can only treat its real and imaginary parts as unknowns. The form `Fin.succ 0` comes from `Fin.sum_univ_succ`, which splits a sum into its first term and the terms at successor indices.

The repair replaces that lemma with `Fin.sum_univ_two`, which writes the sum directly with indices 0 and 1. It also adds `Matrix.one_apply`, which gives an identity entry as 1 if its indices are equal and 0 otherwise. `simp` can then evaluate these entries, and what is left is within reach of `ring`. The messages do not show whether either change would suffice alone.

The mended proof, as a diff:

```diff
@@ -53,5 +53,5 @@
   ext i j
   fin_cases i <;> fin_cases j <;> apply Complex.ext <;>
-    simp [σ₁, σ₂, σ₃, Matrix.mul_apply, Fin.sum_univ_succ] <;> ring
+    simp [σ₁, σ₂, σ₃, Matrix.mul_apply, Fin.sum_univ_two, Matrix.one_apply] <;> ring
 
 end
```
